# Rotation and translation sum rules for the cubic force constants of an invariant polynomial potential

A: If a polynomial potential of finitely many atoms is unchanged by infinitesimal rotations, its third derivatives are tied to its second derivatives. Let $x_{ia}$ be coordinate $a$ of atom $i$, let subscripts on the potential $V$ denote partial derivatives, and let the antisymmetric matrix $A$ generate the rotation, so that atom $i$ moves along $(Ax_i)_a=\sum_d A_{ad}x_{id}$. Then, for all atoms $j,k$ and directions $b,c$,

$$\sum_{ia}V_{ia,jb,kc}(Ax_i)_a+\sum_a A_{ab}V_{ja,kc}+\sum_a A_{ac}V_{ka,jb}=0 .$$

If $V$ is unchanged by translations along $a$, then $\sum_i V_{ia,jb,kc}=0$.

Q: Where do the two harmonic terms come from? A symmetry of the energy should constrain each order separately.

A: For translations it does, because every atom moves by the same constant vector. In a rotation, the motion of an atom depends on its position. Invariance to first order reads

$$\sum_{ia}V_{ia}(Ax_i)_a=0$$

at every configuration, so we may differentiate it. Since $\partial (Ax_i)_a/\partial x_{jb}=\delta_{ij}A_{ab}$, the derivative by $x_{jb}$ is

$$\sum_{ia}V_{ia,jb}(Ax_i)_a+\sum_a A_{ab}V_{ja}=0 .$$

Now differentiate by $x_{kc}$. The first sum gives $\sum_{ia}V_{ia,jb,kc}(Ax_i)_a+\sum_a A_{ac}V_{ka,jb}$, and the second gives $\sum_a A_{ab}V_{ja,kc}$. Together they are the relation above. For translations, differentiating $\sum_i V_{ia}=0$ twice is enough.

Q: What are the atoms and the potential in Lean?

A: `ι` is a finite set of atoms and `κ` a finite set of Cartesian directions, three in ordinary space. The potential is an `MvPolynomial (ι × κ) ℝ`, in which `X (i, a)` is $x_{ia}$, `C` makes a constant polynomial and `pderiv` is the partial derivative.

```lean
import Mathlib

open MvPolynomial

namespace ForceConstantSumRules

noncomputable section

variable {ι κ : Type*} [Fintype ι] [Fintype κ] [DecidableEq ι] [DecidableEq κ]
```

The name `disp` needs a warning: it is the rotation field $Ax_i$, not the displacement of an atom from equilibrium.

```lean
/-- The component `(A x_i)_a` of the displacement of atom `i` generated by the matrix `A`,
as a polynomial in the atomic coordinates. -/
def disp (A : Matrix κ κ ℝ) (i : ι) (a : κ) : MvPolynomial (ι × κ) ℝ :=
  ∑ b, C (A a b) * X (i, b)
```

Q: Your invariance condition had better hold everywhere, not just at one geometry.

A: It does. Both conditions are equations between polynomials.

```lean
/-- The potential `V` is unchanged to first order when every atom moves by `A x_i`;
for antisymmetric `A` this is infinitesimal rotation invariance. -/
def InvariantUnder (A : Matrix κ κ ℝ) (V : MvPolynomial (ι × κ) ℝ) : Prop :=
  ∑ i, ∑ a, pderiv (i, a) V * disp A i a = 0

/-- The potential `V` is unchanged to first order when all atoms move together along
the direction `a`. -/
def TranslationInvariant (a : κ) (V : MvPolynomial (ι × κ) ℝ) : Prop :=
  ∑ i : ι, pderiv (i, a) V = 0
```

Q: Nothing there says that $A$ is antisymmetric.

A: The derivation used only that the field is linear in the positions, so the relations derived from this condition hold for any real matrix that satisfies it. Antisymmetry is what makes the hypothesis mean rotation invariance.

Q: And the force constants?

A: They are derivatives evaluated at a configuration `R`, without factors $1/2!$ or $1/3!$. The names are slightly wider than usual, since `R` need not be an equilibrium.

```lean
/-- Harmonic force constant: the second derivative of `V` at the configuration `R`. -/
def harmonic (V : MvPolynomial (ι × κ) ℝ) (R : ι × κ → ℝ) (p q : ι × κ) : ℝ :=
  eval R (pderiv q (pderiv p V))

/-- Cubic force constant: the third derivative of `V` at the configuration `R`. -/
def cubic (V : MvPolynomial (ι × κ) ℝ) (R : ι × κ → ℝ) (p q r : ι × κ) : ℝ :=
  eval R (pderiv r (pderiv q (pderiv p V)))
```

Q: Does any interacting system satisfy the hypotheses? A constant potential would not impress me.

A: A bond between atoms $m$ and $n$ does, with energy $(|x_m-x_n|^2-l^2)^2$, where $l$ sets the preferred length. It is not constant when $m\neq n$ and there is at least one direction.

```lean
/-- The quartic bond potential `(|x_m - x_n|² - l²)²` between atoms `m` and `n`. -/
def bond (m n : ι) (l : ℝ) : MvPolynomial (ι × κ) ℝ :=
  (∑ a, (X (m, a) - X (n, a)) ^ 2 - C (l ^ 2)) ^ 2
```

Q: Then show me the product rule, where I would expect an index to go astray.

A: The first lemma says that coordinates are independent, $\partial x_{md}/\partial x_{ka}=\delta_{mk}\delta_{da}$. The second differentiates a general contraction $\sum_{ia}F_{ia}(Ax_i)_a$ by $x_{jb}$. Its inner statement `hd` is $\partial(Ax_i)_a/\partial x_{jb}=\delta_{ij}A_{ab}$, and the Kronecker delta then reduces the sum over atoms to $i=j$.

```lean
omit [Fintype ι] [Fintype κ] in
/-- The atomic coordinates are independent variables. -/
theorem pderiv_coord (k m : ι) (a d : κ) :
    pderiv (k, a) (X (m, d) : MvPolynomial (ι × κ) ℝ)
      = (if m = k then 1 else 0) * (if d = a then 1 else 0) := by
  rw [pderiv_X, Pi.single_apply]
  by_cases hm : m = k <;> by_cases hd : d = a <;> simp [hm, hd]

/-- Product rule for a contraction with the displacement field: differentiating
`∑ F_ia (A x_i)_a` by `x_jb` acts on `F` and adds the term `∑ A_ab F_ja`. -/
theorem pderiv_contraction (A : Matrix κ κ ℝ) (F : ι → κ → MvPolynomial (ι × κ) ℝ)
    (j : ι) (b : κ) :
    pderiv (j, b) (∑ i, ∑ a, F i a * disp A i a)
      = ∑ i, ∑ a, pderiv (j, b) (F i a) * disp A i a + ∑ a, C (A a b) * F j a := by
  -- the displacement of atom `i` depends only on the position of atom `i`
  have hd : ∀ i a, pderiv (j, b) (disp A i a) = if i = j then C (A a b) else 0 := by
    intro i a
    simp only [disp, map_sum, pderiv_C_mul, pderiv_coord]
    by_cases h : i = j <;> simp [h]
  simp only [map_sum, pderiv_mul, hd, Finset.sum_add_distrib, mul_ite, mul_zero]
  congr 1
  rw [Finset.sum_comm]
  refine Finset.sum_congr rfl fun a _ => ?_
  simp [mul_comm]
```

Taking $F_{ia}=V_{ia}$ gives the relation between second and first derivatives.

```lean
/-- First derivative of the invariance condition: it links the second derivatives of the
potential to its first derivatives, at every configuration. -/
theorem second_derivative_relation (A : Matrix κ κ ℝ) (V : MvPolynomial (ι × κ) ℝ)
    (h : InvariantUnder A V) (j : ι) (b : κ) :
    ∑ i, ∑ a, pderiv (j, b) (pderiv (i, a) V) * disp A i a
      + ∑ a, C (A a b) * pderiv (j, a) V = 0 := by
  have key := pderiv_contraction A (fun i a => pderiv (i, a) V) j b
  exact key.symm.trans ((congrArg (fun P => pderiv (j, b) P) h).trans (map_zero _))
```

For the next order, `d` is the derivative of that relation by $x_{kc}$. The product rule is used again, now with $F_{ia}=V_{ia,jb}$, and supplies the term with $A_{ac}$. The statement `e` differentiates the term with $A_{ab}$, and `linear_combination` adds the pieces.

```lean
/-- If `V` is invariant under the displacements `A x_i`, its third derivatives contracted
with `A x_i` and its second derivatives contracted with `A` add up to zero identically. -/
theorem third_derivative_relation (A : Matrix κ κ ℝ) (V : MvPolynomial (ι × κ) ℝ)
    (h : InvariantUnder A V) (j k : ι) (b c : κ) :
    ∑ i, ∑ a, pderiv (k, c) (pderiv (j, b) (pderiv (i, a) V)) * disp A i a
      + ∑ a, C (A a b) * pderiv (k, c) (pderiv (j, a) V)
      + ∑ a, C (A a c) * pderiv (j, b) (pderiv (k, a) V) = 0 := by
  -- differentiate the previous relation once more
  have d := congrArg (fun P => pderiv (k, c) P) (second_derivative_relation A V h j b)
  simp only [map_add, map_zero] at d
  have key := pderiv_contraction A (fun i a => pderiv (j, b) (pderiv (i, a) V)) k c
  beta_reduce at key
  have e : pderiv (k, c) (∑ a, C (A a b) * pderiv (j, a) V)
      = ∑ a, C (A a b) * pderiv (k, c) (pderiv (j, a) V) := by
    simp only [map_sum, pderiv_C_mul]
  linear_combination d - key - e
```

For translations, the two derivatives are pulled out of the sum over atoms, which leaves the derivative of zero.

```lean
omit [Fintype κ] [DecidableEq ι] [DecidableEq κ] in
/-- If `V` is invariant under translations along `a`, its third derivatives summed over the
atom that carries the index `a` vanish identically. -/
theorem translation_sum_rule (a : κ) (V : MvPolynomial (ι × κ) ℝ)
    (h : TranslationInvariant a V) (j k : ι) (b c : κ) :
    ∑ i, pderiv (k, c) (pderiv (j, b) (pderiv (i, a) V)) = 0 := by
  have h' : ∑ i : ι, pderiv (i, a) V = 0 := h
  rw [← map_sum, ← map_sum, h', map_zero, map_zero]
```

Q: Those are polynomial identities. I work with numbers at a reference structure.

A: Evaluate at `R`. The factor $Ax_i$ becomes $AR_i$, written out as a sum over `d`, and the derivatives become `cubic` and `harmonic`. No equilibrium condition is needed.

```lean
/-- For a potential invariant under the displacements `A x_i`, the cubic force constants at
any configuration `R` are tied to the harmonic ones at the same configuration. -/
theorem cubic_harmonic_relation (A : Matrix κ κ ℝ) (V : MvPolynomial (ι × κ) ℝ)
    (h : InvariantUnder A V) (R : ι × κ → ℝ) (j k : ι) (b c : κ) :
    ∑ i, ∑ a, cubic V R (i, a) (j, b) (k, c) * ∑ d, A a d * R (i, d)
      + ∑ a, A a b * harmonic V R (j, a) (k, c)
      + ∑ a, A a c * harmonic V R (k, a) (j, b) = 0 := by
  have e := congrArg (eval R) (third_derivative_relation A V h j k b c)
  simp only [disp, map_add, map_sum, map_mul, eval_C, eval_X, map_zero] at e
  exact e
```

Q: At equilibrium I also expect a rigid rotation to meet no restoring force.

A: To linear order, that is the next theorem. Its hypothesis `hR` says that every force vanishes at `R`, which removes the term $\sum_a A_{ab}V_{ja}$ from the relation between second and first derivatives.

```lean
/-- At a configuration `R` without forces, the harmonic force constants of a potential
invariant under the displacements `A x_i` give no restoring force against `A R_i`. -/
theorem harmonic_annihilates_displacement (A : Matrix κ κ ℝ) (V : MvPolynomial (ι × κ) ℝ)
    (h : InvariantUnder A V) (R : ι × κ → ℝ) (hR : ∀ p, eval R (pderiv p V) = 0)
    (j : ι) (b : κ) :
    ∑ i, ∑ a, harmonic V R (i, a) (j, b) * ∑ d, A a d * R (i, d) = 0 := by
  have e := congrArg (eval R) (second_derivative_relation A V h j b)
  simp only [disp, map_add, map_sum, map_mul, eval_C, eval_X, map_zero, hR, mul_zero,
    Finset.sum_const_zero, add_zero] at e
  exact e
```

Q: You still owe me the bond.

A: Write $r=x_m-x_n$ and $s=|r|^2-l^2$. The gradient is $4s\,r_a(\delta_{mk}-\delta_{nk})$ for atom $k$. In the sum over directions inside $|r|^2$, only direction $a$ survives.

```lean
omit [Fintype ι] in
/-- The gradient of the quartic bond potential points along the bond and has opposite signs
on the two atoms. -/
theorem pderiv_bond (m n k : ι) (l : ℝ) (a : κ) :
    pderiv (k, a) (bond m n l : MvPolynomial (ι × κ) ℝ)
      = 4 * (∑ d, (X (m, d) - X (n, d)) ^ 2 - C (l ^ 2)) * (X (m, a) - X (n, a))
        * ((if m = k then 1 else 0) - (if n = k then 1 else 0)) := by
  have hs : pderiv (k, a) (∑ d, (X (m, d) - X (n, d)) ^ 2 : MvPolynomial (ι × κ) ℝ)
      = 2 * (X (m, a) - X (n, a))
        * ((if m = k then 1 else 0) - (if n = k then 1 else 0)) := by
    rw [map_sum, Finset.sum_eq_single a]
    · rw [pow_two, pderiv_mul, map_sub, pderiv_coord, pderiv_coord, if_pos rfl]
      ring
    · intro d _ hd
      rw [pow_two, pderiv_mul, map_sub, pderiv_coord, pderiv_coord, if_neg hd]
      ring
    · intro ha
      exact absurd (Finset.mem_univ a) ha
  rw [bond, pow_two, pderiv_mul, map_sub, hs, pderiv_C]
  ring
```

Contracting this gradient with the rotation field leaves only atoms $m$ and $n$, which is the step `hk`, and gives $4s\sum_{ab}A_{ab}r_ar_b$. Swapping the summation indices and using antisymmetry shows that the double sum equals its own negative, so it vanishes; this is `hQ`. Under a translation, the contributions of the two atoms cancel.

```lean
/-- The quartic bond potential is invariant under the displacements `A x_i` for every
antisymmetric `A`, and under translations along every direction. -/
theorem bond_invariant_witness (A : Matrix κ κ ℝ) (hA : ∀ a b, A a b = -A b a)
    (m n : ι) (l : ℝ) :
    InvariantUnder A (bond m n l) ∧ ∀ a : κ, TranslationInvariant a (bond m n l) := by
  constructor
  · unfold InvariantUnder
    simp only [pderiv_bond]
    generalize (∑ d, (X (m, d) - X (n, d)) ^ 2 - C (l ^ 2) : MvPolynomial (ι × κ) ℝ) = s
    -- an antisymmetric matrix has vanishing quadratic form on the bond vector
    have hQ : ∑ a, ∑ b, C (A a b) * ((X (m, a) - X (n, a)) * (X (m, b) - X (n, b)))
        = (0 : MvPolynomial (ι × κ) ℝ) := by
      refine self_eq_neg.mp ?_
      conv_lhs => rw [Finset.sum_comm]
      simp only [← Finset.sum_neg_distrib]
      refine Finset.sum_congr rfl fun a _ => Finset.sum_congr rfl fun b _ => ?_
      rw [hA b a, C_neg]
      ring
    -- only the two bonded atoms contribute
    have hk : ∀ a, ∑ k, 4 * s * (X (m, a) - X (n, a))
          * ((if m = k then 1 else 0) - (if n = k then 1 else 0)) * disp A k a
        = 4 * s * ∑ b, C (A a b) * ((X (m, a) - X (n, a)) * (X (m, b) - X (n, b))) := by
      intro a
      have h1 : ∀ k, 4 * s * (X (m, a) - X (n, a))
            * ((if m = k then 1 else 0) - (if n = k then 1 else 0)) * disp A k a
          = (if m = k then 4 * s * (X (m, a) - X (n, a)) * disp A k a else 0)
            - (if n = k then 4 * s * (X (m, a) - X (n, a)) * disp A k a else 0) := by
        intro k
        split_ifs <;> ring
      simp only [h1, Finset.sum_sub_distrib, Finset.sum_ite_eq, Finset.mem_univ, if_true]
      simp only [disp, Finset.mul_sum, ← Finset.sum_sub_distrib]
      refine Finset.sum_congr rfl fun b _ => ?_
      ring
    rw [Finset.sum_comm]
    simp only [hk]
    rw [← Finset.mul_sum, hQ, mul_zero]
  · intro a
    unfold TranslationInvariant
    simp only [pderiv_bond]
    rw [← Finset.mul_sum]
    simp [Finset.sum_sub_distrib]

end

end ForceConstantSumRules
```

```lean
#print axioms ForceConstantSumRules.translation_sum_rule
#print axioms ForceConstantSumRules.cubic_harmonic_relation
#print axioms ForceConstantSumRules.harmonic_annihilates_displacement
```

```
'ForceConstantSumRules.translation_sum_rule' depends on axioms: [propext, Classical.choice, Quot.sound]
'ForceConstantSumRules.cubic_harmonic_relation' depends on axioms: [propext, Classical.choice, Quot.sound]
'ForceConstantSumRules.harmonic_annihilates_displacement' depends on axioms: [propext, Classical.choice, Quot.sound]
```

Q: My energy surface comes from an electronic-structure calculation, and it is no polynomial.

A: That is the step the hypotheses leave to you: replacing the real surface by a polynomial with the exact symmetry. The same two differentiations work for any three times continuously differentiable $V$, but that is ordinary calculus and not what was proved here. The model is also a finite cluster, without periodic images.

Q: What is it good for, then?

A: Cubic force constants fitted to first-principles forces can break these symmetries through fitting errors. For a finite cluster with an invariant polynomial potential, the relations give linear constraints that the exact constants satisfy, and the rotational one contains both harmonic and cubic constants. If the harmonic constants are fixed first, it becomes an inhomogeneous linear condition on the cubic ones.
